# Infinite Wannier spread from a gauge that jumps at the zone edge

A band of a one-dimensional crystal fixes its Bloch states only up to a phase that may depend on the crystal momentum k. The Wannier function is the zone average of the Bloch states, so its shape depends on that choice. The two zone edges k = π and k = −π label the same physical state, and the question is what happens to localisation when the chosen phase differs between them. In electronic-structure work this is the situation of a phase convention that fails to close around the Brillouin zone; it is treated here for a single non-interacting band on a chain with one point-like orbital per site and a one-parameter family of linear phases.

## The claim and its derivation

Take lattice spacing 1, sites R ∈ ℤ, and k ∈ [−π, π]. For a real number a, let the phase factor be

u_a(k) = exp(−ika).

The Wannier amplitude on site R is

W_a(R) = (1/2π) ∫_{−π}^{π} exp(ikR) u_a(k) dk.

The claim is that for non-integer a the amplitude equals

w(R) = sin(π(R − a)) / (π(R − a)),

and that Σ_R (R − c)² |W_a(R)|² diverges for every real centre c, in particular for c = 0.

Step 1. The condition u_a(π) = u_a(−π) reads exp(−iπa) = exp(iπa), that is −iπa = iπa + 2πi n for some integer n, so a = −n. The gauge matches at the edges exactly when a is an integer.

Step 2. Let R ≠ a and x = R − a. The integrand is exp(ixk), so

W_a(R) = [exp(iπx) − exp(−iπx)] / (2π · ix) = 2i sin(πx) / (2πix) = sin(πx) / (πx).

Step 3. For integer a = m, the integrand at R = m is 1 and W_m(m) = 1. At R ≠ m the sine of π(R − m) vanishes and W_m(R) = 0.

Step 4. Since sin(πR) = 0 and cos²(πR) = 1, we have sin(πR − πa) = −cos(πR) sin(πa), and for R ≠ a

|W_a(R)|² = sin²(πa) / (π² (R − a)²).

Step 5. For non-integer a the constant C = sin²(πa)/π² is non-zero, and for a real exponent p

|R − a|^p |W_a(R)|² = C / |R − a|^(2 − p).

The series over R converges exactly when 2 − p > 1, that is p < 1.

Step 6. Because 2(R − c)² + 2(c − a)² − (R − a)² = ((R − c) − (c − a))² ≥ 0,

(R − a)² |W_a(R)|² ≤ 2(R − c)² |W_a(R)|² + 2(c − a)² |W_a(R)|².

The total weight (p = 0) is finite. A finite second moment about c would therefore make the p = 2 moment finite, against step 5.

Step 7. The terms are non-negative, so the sums over |R| ≤ N do not decrease with N. Were they bounded the series would converge, so they tend to +∞.

As a numerical instance take a = 1/2, where u_a(π) = −i and u_a(−π) = i. Then w(0) = w(1) = 2/π ≈ 0.637 and w(−1) = w(2) = −2/(3π) ≈ −0.212. About c = 1/2 every term (R − c)² w(R)² equals 1/π², so the sum over |R| ≤ N is (2N + 1)/π², which is 0.304 at N = 1 and 2.128 at N = 10. About c = 0 the sum is (4 + 4/9)/π² ≈ 0.450 at N = 1 and, after adding (16/9 + 16/25)/π², about 0.695 at N = 2.

## The formal development

```lean
import Mathlib

open Complex Filter
open scoped Real

namespace DiscontinuousGauge

noncomputable section
```

The parameter a and the momentum k are real numbers, and `gauge a k` is u_a(k).

```lean
/-- The Bloch phase factor `exp(-i k a)` at crystal momentum `k`. -/
def gauge (a k : ℝ) : ℂ := exp (-(I * k * a))
```

The site `R` is an integer, and `wannier a R` is W_a(R) with the sign convention exp(+ikR) and the prefactor 1/2π. Position is the site label alone, so no structure inside the unit cell enters.

```lean
/-- The Wannier amplitude on site `R`: the average of `exp(i k R) exp(-i k a)` over the
Brillouin zone `[-π, π]`. -/
def wannier (a : ℝ) (R : ℤ) : ℂ :=
  1 / (2 * (π : ℂ)) * ∫ k in (-π)..π, exp (I * k * R) * gauge a k
```

The real function `profile a R` is w(R). At R = a Lean evaluates the quotient 0/0 as 0 while the amplitude is 1, which is why the identification with `wannier` below assumes R ≠ a.

```lean
/-- The profile `w(R) = sin(π (R - a)) / (π (R - a))`. -/
def profile (a : ℝ) (R : ℤ) : ℝ := Real.sin (π * (R - a)) / (π * (R - a))
```

`truncatedSpread a c N` is Σ_{|R| ≤ N} (R − c)² |W_a(R)|², a second moment about a given centre c, with no mean subtracted. The weights |W_a(R)|² are used as they stand; that they add up to 1, which Parseval's identity gives because |u_a(k)| = 1, is neither used nor checked in the file.

```lean
/-- The second moment of the Wannier weight about the centre `c`, summed over `|R| ≤ N`. -/
def truncatedSpread (a c : ℝ) (N : ℕ) : ℝ :=
  ∑ R ∈ Finset.Icc (-(N : ℤ)) N, ((R : ℝ) - c) ^ 2 * ‖wannier a R‖ ^ 2
```

Step 1 is `gauge_matches_iff`, in which "a is an integer" is written `∃ m : ℤ, (m : ℝ) = a`. The lemma `exp_eq_exp_iff_exists_int` supplies the integer n, and cancelling 2πi gives a = −n. Conversely, a = m is matched by n = −m.

```lean
/-- The phase factor takes the same value at the two zone edges exactly when `a` is an
integer. -/
theorem gauge_matches_iff (a : ℝ) : gauge a π = gauge a (-π) ↔ ∃ m : ℤ, (m : ℝ) = a := by
  unfold gauge
  rw [exp_eq_exp_iff_exists_int]
  constructor
  · rintro ⟨n, h⟩
    push_cast at h
    have h2 : (a : ℂ) = -(n : ℂ) := by
      apply mul_left_cancel₀ two_pi_I_ne_zero
      linear_combination -h
    refine ⟨-n, ?_⟩
    exact_mod_cast h2.symm
  · rintro ⟨m, rfl⟩
    refine ⟨-m, ?_⟩
    push_cast
    ring
```

In step 2, `hint` merges the two exponentials into one plane wave of wave number R − a, and `integral_exp_mul_complex` integrates it, using i(R − a) ≠ 0. The rewrites `e1`, `e2` and `exp_mul_I` turn the two boundary terms into cos(πx) ± i sin(πx). The cosines cancel in the closing algebra.

```lean
/-- On every site `R ≠ a` the Wannier amplitude equals `sin(π (R - a)) / (π (R - a))`. -/
theorem wannier_eq_profile (a : ℝ) (R : ℤ) (hR : (R : ℝ) ≠ a) :
    wannier a R = (profile a R : ℂ) := by
  have hx : (R : ℂ) - a ≠ 0 := by
    have : (((R : ℝ) - a : ℝ) : ℂ) ≠ 0 := ofReal_ne_zero.mpr (sub_ne_zero.mpr hR)
    simpa using this
  have hpi : (π : ℂ) ≠ 0 := ofReal_ne_zero.mpr Real.pi_ne_zero
  -- the integrand is a single plane wave with wave number `R - a`
  have hint : ∀ k : ℝ, exp (I * k * R) * gauge a k = exp (I * ((R : ℂ) - a) * k) := by
    intro k
    rw [gauge, ← exp_add]
    congr 1
    ring
  have e1 : I * ((R : ℂ) - a) * (π : ℝ) = (π * ((R : ℂ) - a)) * I := by ring
  have e2 : I * ((R : ℂ) - a) * ((-π : ℝ) : ℂ) = (-(π * ((R : ℂ) - a))) * I := by
    push_cast
    ring
  unfold wannier profile
  simp_rw [hint]
  rw [integral_exp_mul_complex (mul_ne_zero I_ne_zero hx), e1, e2, exp_mul_I, exp_mul_I,
    Complex.cos_neg, Complex.sin_neg]
  push_cast
  generalize (R : ℂ) - a = x at hx ⊢
  generalize Complex.sin (π * x) = s
  generalize Complex.cos (π * x) = c
  have hI := I_ne_zero
  field_simp
  ring
```

Step 3 splits into the two cases. At R = m the integral of the constant 1 is 2π, and at R ≠ m step 2 applies together with `Real.sin_int_mul_pi`.

```lean
/-- For integer `a = m` the Wannier amplitude is one on site `m` and zero on all others. -/
theorem wannier_int (m R : ℤ) : wannier m R = if R = m then 1 else 0 := by
  split_ifs with h
  · subst h
    have hpi : (π : ℂ) ≠ 0 := ofReal_ne_zero.mpr Real.pi_ne_zero
    have hint : ∀ k : ℝ, exp (I * k * R) * gauge R k = 1 := by
      intro k
      rw [gauge, ← exp_add]
      simp
    unfold wannier
    simp_rw [hint]
    rw [intervalIntegral.integral_const, Complex.real_smul]
    push_cast
    field_simp
    ring
  · have hR : (R : ℝ) ≠ m := by exact_mod_cast h
    have e : π * ((R : ℝ) - m) = ((R - m : ℤ) : ℝ) * π := by
      push_cast
      ring
    rw [wannier_eq_profile _ _ hR, profile, e, Real.sin_int_mul_pi]
    simp
```

In step 4, `hs` and `hc` are sin(πR) = 0 and cos²(πR) = 1, and `hn` is the resulting identity sin²(π(R − a)) = sin²(πa). The statement needs only R ≠ a, so it also holds for integer a, where both sides vanish.

```lean
/-- On every site `R ≠ a` the weight is `|W(R)|² = sin²(π a) / (π² (R - a)²)`. -/
theorem weight_eq (a : ℝ) (R : ℤ) (hR : (R : ℝ) ≠ a) :
    ‖wannier a R‖ ^ 2 = Real.sin (π * a) ^ 2 / (π ^ 2 * ((R : ℝ) - a) ^ 2) := by
  have e : π * ((R : ℝ) - a) = (R : ℝ) * π - π * a := by ring
  have hs := Real.sin_int_mul_pi R
  have hc : Real.cos (R * π) ^ 2 = 1 := by
    have := Real.sin_sq_add_cos_sq (R * π)
    rw [hs] at this
    linarith
  -- the numerator depends on `R` only through a sign
  have hn : Real.sin (π * (R - a)) ^ 2 = Real.sin (π * a) ^ 2 := by
    rw [e, Real.sin_sub, hs]
    linear_combination (Real.sin (π * a) ^ 2) * hc
  rw [wannier_eq_profile a R hR, norm_real, Real.norm_eq_abs, sq_abs, profile, div_pow, hn,
    mul_pow]
```

The next three theorems assume `ha : ∀ m : ℤ, (m : ℝ) ≠ a`, which says that a is not an integer and gives R ≠ a on every site. `Summable` over ℤ means convergence independent of the order of the terms; for non-negative terms it amounts to a common bound on all finite partial sums. In step 5 the exponent p is any real number, negative values included. `hC` states C ≠ 0, `e` rewrites each term as C / |R − a|^(2 − p), the constant is removed by `summable_mul_left_iff`, and `Real.summable_one_div_int_add_rpow` is the p-series criterion for a shifted integer lattice. The case p = 1 already diverges, so the first absolute moment about a is infinite as well, and the next theorem is stated for arbitrary c without choosing a mean position.

```lean
/-- For non-integer `a` the moment `∑ |R - a|^p |W(R)|²` converges exactly when `p < 1`. -/
theorem moment_summable_iff (a : ℝ) (ha : ∀ m : ℤ, (m : ℝ) ≠ a) (p : ℝ) :
    Summable (fun R : ℤ => |(R : ℝ) - a| ^ p * ‖wannier a R‖ ^ 2) ↔ p < 1 := by
  have hpi := Real.pi_ne_zero
  have hs : Real.sin (π * a) ≠ 0 := by
    intro h
    obtain ⟨n, hn⟩ := Real.sin_eq_zero_iff.mp h
    exact ha n (mul_left_cancel₀ hpi (by linarith))
  have hC : Real.sin (π * a) ^ 2 / π ^ 2 ≠ 0 := by positivity
  -- each term is a fixed constant times `1 / |R - a|^(2 - p)`
  have e : (fun R : ℤ => |(R : ℝ) - a| ^ p * ‖wannier a R‖ ^ 2) =
      fun R : ℤ => Real.sin (π * a) ^ 2 / π ^ 2 * (1 / |(R : ℝ) + -a| ^ (2 - p)) := by
    funext R
    have hx : (R : ℝ) - a ≠ 0 := sub_ne_zero.mpr (ha R)
    have hpos : 0 < |(R : ℝ) - a| := abs_pos.mpr hx
    have hp : |(R : ℝ) - a| ^ p ≠ 0 := (Real.rpow_pos_of_pos hpos p).ne'
    rw [weight_eq a R (ha R), ← sub_eq_add_neg, Real.rpow_sub hpos, Real.rpow_two, sq_abs]
    field_simp
  rw [e, summable_mul_left_iff hC, Real.summable_one_div_int_add_rpow]
  constructor <;> intro h <;> linarith
```

In step 6, `h0` is the finite total weight and `h2` is the comparison, with the square ((R − c) − (c − a))² times |W_a(R)|² handed to `nlinarith`. Step 5 at p = 2 would then give 2 < 1.

```lean
/-- For non-integer `a` the series `∑ (R - c)² |W(R)|²` diverges about every centre `c`. -/
theorem spread_not_summable (a : ℝ) (ha : ∀ m : ℤ, (m : ℝ) ≠ a) (c : ℝ) :
    ¬ Summable (fun R : ℤ => ((R : ℝ) - c) ^ 2 * ‖wannier a R‖ ^ 2) := by
  intro h
  have h0 : Summable (fun R : ℤ => ‖wannier a R‖ ^ 2) := by
    simpa only [Real.rpow_zero, one_mul] using (moment_summable_iff a ha 0).mpr (by norm_num)
  -- shift the centre from `c` to `a` with `(R - a)² ≤ 2 (R - c)² + 2 (c - a)²`
  have h2 : Summable (fun R : ℤ => |(R : ℝ) - a| ^ (2 : ℝ) * ‖wannier a R‖ ^ 2) := by
    refine Summable.of_nonneg_of_le (fun R => by positivity) (fun R => ?_)
      ((h.mul_left 2).add (h0.mul_left (2 * (c - a) ^ 2)))
    rw [Real.rpow_two, sq_abs]
    nlinarith [mul_nonneg (sq_nonneg ((R : ℝ) - c - (c - a))) (sq_nonneg ‖wannier a R‖)]
  have := (moment_summable_iff a ha 2).mp h2
  linarith
```

Step 7 proves monotonicity from the nesting of the intervals [−N, N]. For unboundedness, suppose that no truncated sum reaches b. Any finite set `s` of sites lies in [−N, N] with N = `s.sup Int.natAbs`, the largest |R| in it, so its sum is below b, and `summable_of_sum_le` contradicts step 6.

```lean
/-- For non-integer `a` the truncated spread about any centre tends to infinity with `N`. -/
theorem truncatedSpread_tendsto (a : ℝ) (ha : ∀ m : ℤ, (m : ℝ) ≠ a) (c : ℝ) :
    Tendsto (truncatedSpread a c) atTop atTop := by
  have hnn : ∀ R : ℤ, 0 ≤ ((R : ℝ) - c) ^ 2 * ‖wannier a R‖ ^ 2 := fun R => by positivity
  apply tendsto_atTop_atTop_of_monotone
  · intro M N hMN
    apply Finset.sum_le_sum_of_subset_of_nonneg _ (fun R _ _ => hnn R)
    exact Finset.Icc_subset_Icc (by omega) (by omega)
  · intro b
    by_contra hb
    -- bounded partial sums of non-negative terms would give a convergent series
    apply spread_not_summable a ha c
    refine summable_of_sum_le (c := b) hnn (fun s => ?_)
    have hsub : s ⊆ Finset.Icc (-((s.sup Int.natAbs : ℕ) : ℤ)) (s.sup Int.natAbs : ℕ) := by
      intro R hR
      have : R.natAbs ≤ s.sup Int.natAbs := Finset.le_sup (f := Int.natAbs) hR
      rw [Finset.mem_Icc]
      omega
    have h1 := Finset.sum_le_sum_of_subset_of_nonneg hsub (fun R _ _ => hnn R)
    have h2 : truncatedSpread a c (s.sup Int.natAbs) < b :=
      lt_of_not_ge (fun hle => hb ⟨_, hle⟩)
    exact h1.trans h2.le
```

Steps 1, 3 and 6 combine into a criterion for all real a and c: the second moment is finite exactly when u_a(π) = u_a(−π). For a = m only the site R = m can contribute, which is what `hasSum_single` uses. The equivalence concerns the family exp(−ika); general phase functions, several bands and higher dimensions are not treated.

```lean
/-- The series `∑ (R - c)² |W(R)|²` converges exactly when the phase factor takes the same
value at the two zone edges. -/
theorem spread_summable_iff (a c : ℝ) :
    Summable (fun R : ℤ => ((R : ℝ) - c) ^ 2 * ‖wannier a R‖ ^ 2) ↔
      gauge a π = gauge a (-π) := by
  rw [gauge_matches_iff]
  constructor
  · intro h
    by_contra hn
    exact spread_not_summable a (fun m hm => hn ⟨m, hm⟩) c h
  · rintro ⟨m, rfl⟩
    refine (hasSum_single m (fun R hR => ?_)).summable
    simp [wannier_int, hR]
```

The final theorem sets c = 0 and speaks of w. For non-integer a it states that W_a(R) = w(R) on every site, that Σ_R R² w(R)² is not summable, and that its sums over |R| ≤ N tend to +∞. No rate of growth is stated. The step `e` replaces (R − 0)² |W_a(R)|² by R² w(R)², using that w is real, and the last two parts are then steps 6 and 7.

```lean
/-- For non-integer `a` the Wannier amplitude is `w(R) = sin(π (R - a)) / (π (R - a))`, the
series `∑ R² w(R)²` diverges, and its sums over `|R| ≤ N` tend to infinity. -/
theorem discontinuous_gauge_infinite_spread (a : ℝ) (ha : ∀ m : ℤ, (m : ℝ) ≠ a) :
    (∀ R, wannier a R = (profile a R : ℂ)) ∧
    ¬ Summable (fun R : ℤ => (R : ℝ) ^ 2 * profile a R ^ 2) ∧
    Tendsto (fun N : ℕ => ∑ R ∈ Finset.Icc (-(N : ℤ)) N, (R : ℝ) ^ 2 * profile a R ^ 2)
      atTop atTop := by
  have hw : ∀ R, wannier a R = (profile a R : ℂ) := fun R => wannier_eq_profile a R (ha R)
  have e : ∀ R : ℤ, ((R : ℝ) - 0) ^ 2 * ‖wannier a R‖ ^ 2 = (R : ℝ) ^ 2 * profile a R ^ 2 := by
    intro R
    rw [hw, norm_real, Real.norm_eq_abs, sq_abs, sub_zero]
  refine ⟨hw, ?_, ?_⟩
  · simpa only [e] using spread_not_summable a ha 0
  · refine (truncatedSpread_tendsto a ha 0).congr (fun N => ?_)
    exact Finset.sum_congr rfl (fun R _ => e R)

end

end DiscontinuousGauge
```

```lean
#print axioms DiscontinuousGauge.spread_summable_iff
#print axioms DiscontinuousGauge.discontinuous_gauge_infinite_spread
```

```
'DiscontinuousGauge.spread_summable_iff' depends on axioms: [propext, Classical.choice, Quot.sound]
'DiscontinuousGauge.discontinuous_gauge_infinite_spread' depends on axioms: [propext, Classical.choice, Quot.sound]
```
